# Shielding-anisotropy relaxation in extreme narrowing: T1/T2 = 7/6 from a six-axis average

A molecule tumbling in a liquid carries its electron cloud with it, and the cloud shields a nucleus by an amount that depends on how the molecule is turned relative to the static field. The nucleus therefore feels a small additional field that fluctuates as the molecule reorients, and this field relaxes the spin. If the fluctuations were equally strong along all three laboratory directions, fast tumbling would give equal relaxation times T1 and T2. The shielding field, however, is produced by the static field, whose direction is special. How far apart does this drive the two times?

## Field fluctuations and rates

Let T be the anisotropic part of the shielding tensor, assumed here to be a real symmetric 3×3 matrix with trace zero, written in the molecular frame. Let the static field have strength B and point along the unit vector n, also seen from the molecule. The shielding field is

b = −B T n.

Its longitudinal component is n·b, and its transverse part is b − (n·b) n. Let M denote the average over orientations, and write

L = M((n·b)²),  P = M(|b − (n·b) n|²).

For a nucleus with gyromagnetic ratio γ and a field whose fluctuations decay with a single correlation time τ, the rates in extreme narrowing are taken to be

1/T1 = γ²τ P,  1/T2 = γ²τ (L + P/2).

Extreme narrowing means that tumbling is much faster than the Larmor precession, so the fluctuations are as strong at the Larmor frequency as at zero frequency. Transverse fields flip the spin and give T1. Longitudinal fields dephase the transverse magnetisation, and half of the transverse contribution adds to this in T2.

For M we take the six axes through opposite vertices of an icosahedron. With φ = (1 + √5)/2, they are the cyclic permutations of (0, a, ±b), up to overall sign, where from here on a and b are the numbers

a = 1/√(1 + φ²),  b = φa.

Clearly a² + b² = 1. Since φ² = φ + 1, we have (1 + φ²)² = (φ + 2)² = 5φ + 5 = 5φ², so

a²b² = φ²/(1 + φ²)² = 1/5,  a⁴ + b⁴ = 1 − 2/5 = 3/5.

Number the components 0, 1, 2. Each component takes the values ±a on two axes, ±b on two and 0 on two, while each pair of components is nonzero together on two axes, with opposite signs of the product. For i ≠ j this gives

M(nᵢ²) = 2(a² + b²)/6 = 1/3,
M(nᵢ⁴) = 2(a⁴ + b⁴)/6 = 1/5,
M(nᵢ²nⱼ²) = 2a²b²/6 = 1/15,

and second- and fourth-degree averages containing an odd power of a component vanish. These are also the moments of a uniform distribution over the sphere, so the six axes reproduce isotropic tumbling for the quantities needed here; that comparison is an argument by hand, and the Lean development works with the six axes throughout.

Now expand n·Tn = Σᵢ Tᵢᵢnᵢ² + 2 Σᵢ<ⱼ Tᵢⱼnᵢnⱼ, square it and average:

M((n·Tn)²) = (3 Σᵢ Tᵢᵢ² + 2 Σᵢ<ⱼ TᵢᵢTⱼⱼ + 4 Σᵢ<ⱼ Tᵢⱼ²)/15
= ((tr T)² + 2 tr T²)/15.

Similarly, |Tn|² = Σᵢⱼ (T²)ᵢⱼnᵢnⱼ, so M(|Tn|²) = tr T²/3. With tr T = 0 and Pythagoras,

L = (2/15) B² tr T²,
P = (1/3 − 2/15) B² tr T² = (1/5) B² tr T².

The rates are therefore

1/T1 = (1/5) γ²τB² tr T²,
1/T2 = (2/15 + 1/10) γ²τB² tr T² = (7/30) γ²τB² tr T².

For T ≠ 0 the trace tr T² = Σᵢⱼ Tᵢⱼ² is positive. With γ and B nonzero and τ > 0, both times are finite and positive, and

T1/T2 = (7/30)/(1/5) = 7/6.

## An axially symmetric tensor in numbers

Take T = diag(−1, −1, 2) in arbitrary units, with B = 1 and γ²τ = 1. Then tr T² = 6, n·Tn = 3n₂² − 1 and |Tn|² = 1 + 3n₂². On the six axes n₂² equals b² ≈ 0.7236 twice, a² ≈ 0.2764 twice and 0 twice.

L ≈ 2(1.3708 + 0.0292 + 1)/6 = 0.8
M(|Tn|²) ≈ 2(3.1708 + 1.8292 + 1)/6 = 2
P = 2 − 0.8 = 1.2

The rates are 1.2 and 0.8 + 0.6 = 1.4, with ratio 7/6.

## The model in Lean

```lean
import Mathlib

open Matrix

namespace ShieldingAnisotropyRelaxation

noncomputable section
```

The axis components a and b are called `short` and `long`.

```lean
/-- The golden ratio. -/
def phi : ℝ := (1 + √5) / 2

/-- The shorter nonzero component of a normalised icosahedral axis. -/
def short : ℝ := 1 / √(1 + phi ^ 2)

/-- The longer nonzero component of a normalised icosahedral axis. -/
def long : ℝ := phi * short
```

The axes form a family indexed by `Fin 6`, each a real vector indexed by `Fin 3`, and M is a finite sum divided by six.

```lean
/-- The six icosahedral axes: normalised cyclic permutations of `(0, 1, ±φ)`, up to sign. -/
def icosaAxis : Fin 6 → Fin 3 → ℝ :=
  ![![0, short, long], ![0, short, -long], ![long, 0, short],
    ![-long, 0, short], ![short, long, 0], ![short, -long, 0]]

/-- The average of an orientation-dependent quantity over the six icosahedral axes. -/
def icosaMean (f : (Fin 3 → ℝ) → ℝ) : ℝ := (∑ k, f (icosaAxis k)) / 6
```

In the field definitions, `*ᵥ` applies a matrix to a vector, `⬝ᵥ` is the dot product and `•` is multiplication by a scalar. The tensor stays fixed while the field direction changes, which is tumbling seen from the molecule.

```lean
/-- The field produced by the shielding tensor `T` when a static field of strength `B`
points along `n`. -/
def shieldingField (B : ℝ) (T : Matrix (Fin 3) (Fin 3) ℝ) (n : Fin 3 → ℝ) : Fin 3 → ℝ :=
  -(B • (T *ᵥ n))

/-- What remains of the field `b` after removing its component along the unit axis `n`. -/
def transversePart (n b : Fin 3 → ℝ) : Fin 3 → ℝ := b - (n ⬝ᵥ b) • n
```

The next two definitions are L and P.

```lean
/-- Mean squared shielding field along the static field. -/
def longitudinalFluctuation (B : ℝ) (T : Matrix (Fin 3) (Fin 3) ℝ) : ℝ :=
  icosaMean fun n => (n ⬝ᵥ shieldingField B T n) ^ 2

/-- Mean squared shielding field perpendicular to the static field. -/
def transverseFluctuation (B : ℝ) (T : Matrix (Fin 3) (Fin 3) ℝ) : ℝ :=
  icosaMean fun n => transversePart n (shieldingField B T n) ⬝ᵥ
    transversePart n (shieldingField B T n)
```

The relaxation times are defined as reciprocals of the rates stated above. The rate formulas thus enter as definitions: they are not derived from a spin Hamiltonian or from a model of rotational diffusion.

```lean
/-- Longitudinal relaxation time in extreme narrowing, for gyromagnetic ratio `γ` and
correlation time `τ`. -/
def T1 (γ B τ : ℝ) (T : Matrix (Fin 3) (Fin 3) ℝ) : ℝ :=
  1 / (γ ^ 2 * τ * transverseFluctuation B T)

/-- Transverse relaxation time in extreme narrowing, for gyromagnetic ratio `γ` and
correlation time `τ`. -/
def T2 (γ B τ : ℝ) (T : Matrix (Fin 3) (Fin 3) ℝ) : ℝ :=
  1 / (γ ^ 2 * τ * (longitudinalFluctuation B T + transverseFluctuation B T / 2))
```

## Moments of the six axes

The first theorem proves a² + b² = 1 and a²b² = 1/5. The identity φ² = φ + 1 appears as `hphi`, and `ha` is the normalisation a²(1 + φ²) = 1. The tactic `linear_combination` then verifies each claim as an explicit combination of these equations.

```lean
/-- The axis components satisfy `a² + b² = 1` and `a² b² = 1/5`. -/
theorem component_relations : short ^ 2 + long ^ 2 = 1 ∧ short ^ 2 * long ^ 2 = 1 / 5 := by
  have h5 : √5 ^ 2 = (5 : ℝ) := Real.sq_sqrt (by norm_num)
  have hphi : phi ^ 2 = phi + 1 := by
    unfold phi
    linear_combination (1 / 4) * h5
  have hpos : (0 : ℝ) < 1 + phi ^ 2 := by positivity
  have ha : short ^ 2 * (1 + phi ^ 2) = 1 := by
    unfold short
    rw [div_pow, Real.sq_sqrt hpos.le, one_pow]
    exact one_div_mul_cancel hpos.ne'
  unfold long
  constructor
  · linear_combination ha
  · linear_combination (1 / 5) * (short ^ 2 * (1 + phi ^ 2) + 1) * ha
      - (1 / 5) * short ^ 4 * (phi ^ 2 + phi - 1) * hphi
```

Every axis is a unit vector; `fin_cases` checks the six in turn.

```lean
/-- Each icosahedral axis is a unit vector. -/
theorem icosaAxis_unit (k : Fin 6) : icosaAxis k ⬝ᵥ icosaAxis k = 1 := by
  have h := component_relations.1
  fin_cases k <;> simp [icosaAxis, dotProduct, Fin.sum_univ_three] <;> linear_combination h
```

The two tensor averages follow. The hypothesis `T.IsSymm` says that T equals its transpose, and it is used to replace the entries below the diagonal by those above. The `simp` call expands the average into a polynomial in the entries of T and the axis components. In the first proof the closing `linear_combination` inserts a⁴ + b⁴ = 3/5 and a²b² = 1/5 with the coefficients of the expansion by hand; in the second it inserts a² + b² = 1. Neither average needs a traceless tensor.

```lean
/-- For a symmetric tensor, the icosahedral mean of `⟨n, Tn⟩²` is
`((tr T)² + 2 tr T²) / 15`. -/
theorem mean_longitudinal_sq {T : Matrix (Fin 3) (Fin 3) ℝ} (hT : T.IsSymm) :
    icosaMean (fun n => (n ⬝ᵥ T *ᵥ n) ^ 2) = (T.trace ^ 2 + 2 * (T * T).trace) / 15 := by
  obtain ⟨h2, hab⟩ := component_relations
  have h4 : short ^ 4 + long ^ 4 = 3 / 5 := by
    linear_combination (short ^ 2 + long ^ 2 + 1) * h2 - 2 * hab
  have h10 : T 1 0 = T 0 1 := hT.apply 0 1
  have h20 : T 2 0 = T 0 2 := hT.apply 0 2
  have h21 : T 2 1 = T 1 2 := hT.apply 1 2
  simp [icosaMean, icosaAxis, Fin.sum_univ_six, Fin.sum_univ_three, dotProduct,
    Matrix.mulVec, Matrix.trace, Matrix.mul_apply, h10, h20, h21]
  -- only the fourth-degree moments of the axis components enter
  linear_combination (1 / 3) * (T 0 0 ^ 2 + T 1 1 ^ 2 + T 2 2 ^ 2) * h4
    + ((2 / 3) * (T 0 0 * T 1 1 + T 1 1 * T 2 2 + T 0 0 * T 2 2)
      + (4 / 3) * (T 0 1 ^ 2 + T 0 2 ^ 2 + T 1 2 ^ 2)) * hab

/-- For a symmetric tensor, the icosahedral mean of `|Tn|²` is `tr T² / 3`. -/
theorem mean_norm_sq {T : Matrix (Fin 3) (Fin 3) ℝ} (hT : T.IsSymm) :
    icosaMean (fun n => (T *ᵥ n) ⬝ᵥ (T *ᵥ n)) = (T * T).trace / 3 := by
  have h2 := component_relations.1
  have h10 : T 1 0 = T 0 1 := hT.apply 0 1
  have h20 : T 2 0 = T 0 2 := hT.apply 0 2
  have h21 : T 2 1 = T 1 2 := hT.apply 1 2
  simp [icosaMean, icosaAxis, Fin.sum_univ_six, Fin.sum_univ_three, dotProduct,
    Matrix.mulVec, Matrix.trace, Matrix.mul_apply, h10, h20, h21]
  linear_combination (1 / 3) * (T 0 0 ^ 2 + T 1 1 ^ 2 + T 2 2 ^ 2
    + 2 * (T 0 1 ^ 2 + T 0 2 ^ 2 + T 1 2 ^ 2)) * h2
```

## From tensor averages to relaxation times

Pythagoras holds for any field vector once n has unit length.

```lean
/-- Pythagoras: the squared transverse field is the squared field minus the squared
component along the unit axis. -/
theorem transverse_sq {n : Fin 3 → ℝ} (hn : n ⬝ᵥ n = 1) (b : Fin 3 → ℝ) :
    transversePart n b ⬝ᵥ transversePart n b = b ⬝ᵥ b - (n ⬝ᵥ b) ^ 2 := by
  simp only [transversePart, sub_dotProduct, dotProduct_sub, smul_dotProduct,
    dotProduct_smul, smul_eq_mul, hn, dotProduct_comm b n]
  ring
```

The fluctuation theorem brings in the condition `T.trace = 0`. Its step `e1` takes B² out of the longitudinal average, `hk` applies Pythagoras on each axis, and `e2` averages the result. Substituting the two tensor averages leaves the arithmetic 1/3 − 2/15 = 1/5.

```lean
/-- For a symmetric traceless tensor, the longitudinal and transverse mean squared shielding
fields are `2/15` and `1/5` of `B² tr T²`. -/
theorem field_fluctuations (B : ℝ) {T : Matrix (Fin 3) (Fin 3) ℝ} (hT : T.IsSymm)
    (h0 : T.trace = 0) :
    longitudinalFluctuation B T = 2 / 15 * (B ^ 2 * (T * T).trace) ∧
    transverseFluctuation B T = 1 / 5 * (B ^ 2 * (T * T).trace) := by
  have hl := mean_longitudinal_sq hT
  have hn := mean_norm_sq hT
  rw [h0] at hl
  have e1 : longitudinalFluctuation B T
      = B ^ 2 * icosaMean (fun n => (n ⬝ᵥ T *ᵥ n) ^ 2) := by
    simp only [longitudinalFluctuation, icosaMean, shieldingField, dotProduct_neg,
      dotProduct_smul, smul_eq_mul, neg_sq, mul_pow, ← Finset.mul_sum]
    ring
  have hk (k : Fin 6) : transversePart (icosaAxis k) (shieldingField B T (icosaAxis k)) ⬝ᵥ
      transversePart (icosaAxis k) (shieldingField B T (icosaAxis k))
      = B ^ 2 * ((T *ᵥ icosaAxis k) ⬝ᵥ (T *ᵥ icosaAxis k))
        - B ^ 2 * (icosaAxis k ⬝ᵥ T *ᵥ icosaAxis k) ^ 2 := by
    rw [transverse_sq (icosaAxis_unit k)]
    simp only [shieldingField, dotProduct_neg, neg_dotProduct, dotProduct_smul,
      smul_dotProduct, smul_eq_mul]
    ring
  have e2 : transverseFluctuation B T = B ^ 2 * icosaMean (fun n => (T *ᵥ n) ⬝ᵥ (T *ᵥ n))
      - B ^ 2 * icosaMean (fun n => (n ⬝ᵥ T *ᵥ n) ^ 2) := by
    simp only [transverseFluctuation, icosaMean, hk, Finset.sum_sub_distrib,
      ← Finset.mul_sum]
    ring
  rw [e1, e2, hl, hn]
  constructor <;> ring
```

Positivity of tr T² comes from writing it as the sum of all squared entries, at least one of which is nonzero.

```lean
/-- A nonzero real symmetric tensor has `tr T² > 0`. -/
theorem trace_sq_pos {T : Matrix (Fin 3) (Fin 3) ℝ} (hT : T.IsSymm) (hne : T ≠ 0) :
    0 < (T * T).trace := by
  have hs : (T * T).trace = ∑ i, ∑ j, T i j ^ 2 := by
    simp only [Matrix.trace, Matrix.diag_apply, Matrix.mul_apply]
    refine Finset.sum_congr rfl fun i _ => Finset.sum_congr rfl fun j _ => ?_
    rw [hT.apply i j, sq]
  obtain ⟨i, j, hij⟩ : ∃ i j, T i j ≠ 0 := by
    by_contra h
    apply hne
    ext i j
    by_contra hij
    exact h ⟨i, j, hij⟩
  rw [hs]
  exact Finset.sum_pos' (fun i _ => Finset.sum_nonneg fun j _ => sq_nonneg _)
    ⟨i, Finset.mem_univ _, Finset.sum_pos' (fun j _ => sq_nonneg _)
      ⟨j, Finset.mem_univ _, by positivity⟩⟩
```

The main theorem assumes nonzero γ and B, positive τ, and a nonzero symmetric traceless T. It concludes that both times are positive and that their ratio is 7/6. The proof rewrites the two rates as 1/5 and 7/30 of one positive number, names that number `X`, and cancels it.

```lean
/-- For nonzero `γ` and `B`, positive `τ` and a nonzero symmetric traceless shielding tensor in
extreme narrowing, both relaxation times are positive and `T1 / T2 = 7/6`. -/
theorem T1_div_T2 {γ B τ : ℝ} (hγ : γ ≠ 0) (hB : B ≠ 0) (hτ : 0 < τ)
    {T : Matrix (Fin 3) (Fin 3) ℝ} (hT : T.IsSymm) (h0 : T.trace = 0) (hne : T ≠ 0) :
    0 < T1 γ B τ T ∧ 0 < T2 γ B τ T ∧ T1 γ B τ T / T2 γ B τ T = 7 / 6 := by
  obtain ⟨hl, ht⟩ := field_fluctuations B hT h0
  have hp := trace_sq_pos hT hne
  -- both rates are multiples of the same positive number
  have hX : 0 < γ ^ 2 * τ * (B ^ 2 * (T * T).trace) := by positivity
  have e1 : T1 γ B τ T = 1 / (1 / 5 * (γ ^ 2 * τ * (B ^ 2 * (T * T).trace))) := by
    rw [T1, ht]
    congr 1
    ring
  have e2 : T2 γ B τ T = 1 / (7 / 30 * (γ ^ 2 * τ * (B ^ 2 * (T * T).trace))) := by
    rw [T2, hl, ht]
    congr 1
    ring
  rw [e1, e2]
  generalize γ ^ 2 * τ * (B ^ 2 * (T * T).trace) = X at hX
  refine ⟨by positivity, by positivity, ?_⟩
  field_simp
  norm_num
```

The ratio can serve as a check on a relaxation calculation or on measured times, provided that shielding anisotropy is the only mechanism and the molecule tumbles isotropically with one correlation time in extreme narrowing. Slower tumbling, an antisymmetric part of the shielding tensor and interference with other mechanisms are not covered.

## Anisotropy and asymmetry

Shielding tensors are often reported by an anisotropy Δ and an asymmetry η. In principal axes, Δ is the last principal value minus the mean of the other two. For Δ ≠ 0, η is the difference of the second and first principal values divided by the last value of the traceless tensor.

```lean
/-- The traceless shielding tensor with anisotropy `Δ` and asymmetry `η`, in its principal
axes. -/
def csaTensor (Δ η : ℝ) : Matrix (Fin 3) (Fin 3) ℝ :=
  Matrix.diagonal ![-(Δ * (1 + η) / 3), -(Δ * (1 - η) / 3), 2 * Δ / 3]
```

Squaring and adding the three diagonal entries gives

tr T² = (2/3) Δ² (1 + η²/3).

Multiplying by 1/5 and 7/30 yields the coefficients 2/15 and 7/45 in the rates. The proof checks symmetry, trace zero and this value of tr T², then applies the fluctuation theorem. The numerical example above has Δ = 3 and η = 0, which returns the rates 1.2 and 1.4.

```lean
/-- The relaxation times written with the shielding anisotropy `Δ` and asymmetry `η`. -/
theorem relaxation_times_csa (γ B τ Δ η : ℝ) :
    T1 γ B τ (csaTensor Δ η)
      = 1 / (2 / 15 * γ ^ 2 * B ^ 2 * τ * Δ ^ 2 * (1 + η ^ 2 / 3)) ∧
    T2 γ B τ (csaTensor Δ η)
      = 1 / (7 / 45 * γ ^ 2 * B ^ 2 * τ * Δ ^ 2 * (1 + η ^ 2 / 3)) := by
  have hs : (csaTensor Δ η).IsSymm := Matrix.isSymm_diagonal _
  have h0 : (csaTensor Δ η).trace = 0 := by
    rw [csaTensor, Matrix.trace_diagonal, Fin.sum_univ_three]
    change -(Δ * (1 + η) / 3) + -(Δ * (1 - η) / 3) + 2 * Δ / 3 = 0
    ring
  have h2 : (csaTensor Δ η * csaTensor Δ η).trace = 2 / 3 * Δ ^ 2 * (1 + η ^ 2 / 3) := by
    rw [csaTensor, Matrix.diagonal_mul_diagonal, Matrix.trace_diagonal, Fin.sum_univ_three]
    change -(Δ * (1 + η) / 3) * -(Δ * (1 + η) / 3) + -(Δ * (1 - η) / 3) * -(Δ * (1 - η) / 3)
      + 2 * Δ / 3 * (2 * Δ / 3) = _
    ring
  obtain ⟨hl, ht⟩ := field_fluctuations B hs h0
  rw [T1, T2, hl, ht, h2]
  constructor <;> congr 1 <;> ring

end

end ShieldingAnisotropyRelaxation
```

These formulas are stated for all real parameters; when a rate is zero, Lean's convention 1/0 = 0 assigns the time zero, whereas physically there is no relaxation and the time is infinite.

```lean
#print axioms ShieldingAnisotropyRelaxation.T1_div_T2
#print axioms ShieldingAnisotropyRelaxation.relaxation_times_csa
```

```
'ShieldingAnisotropyRelaxation.T1_div_T2' depends on axioms: [propext, Classical.choice, Quot.sound]
'ShieldingAnisotropyRelaxation.relaxation_times_csa' depends on axioms: [propext, Classical.choice, Quot.sound]
```
